# A Lower Residual Resistivity Makes the Lorenz-Ratio Dip Colder and Deeper in a T³–T⁵ Resistivity Model

The temperature dependence of the scattering is put in as fixed power laws, and sample purity enters through one number. Impurities contribute a residual resistivity $r$, while phonons contribute terms whose coefficients $a$ and $c$ are the same for every sample of the metal. This is Matthiessen's rule, taken here as an assumption, together with the low-temperature powers for electron–phonon scattering. All quantities are real numbers, read as values in one consistent set of units.

```lean
import Mathlib

namespace LorenzRatioDip

noncomputable section
```

## Two resistivities and their quotient

At absolute temperature $T$ the electrical resistivity is

$$\rho(T) = r + aT^5 .$$

The coefficient $a$ measures how strongly phonons degrade the charge current.

```lean
/-- Electrical resistivity at temperature `T`: a residual part `r` from impurities and a
phonon part `a T⁵`. -/
def electricalResistivity (r a T : ℝ) : ℝ := r + a * T ^ 5
```

Heat flow is also degraded by collisions that change an electron's energy but hardly its direction. Let $\kappa$ be the electronic thermal conductivity and $L_0$ the Sommerfeld value of the Lorenz number. The thermal resistivity in electrical units is modelled as

$$\frac{L_0T}{\kappa} = r + cT^3 + aT^5 ,$$

where $c$ sets the strength of this inelastic channel. Using the same coefficient $a$ for the $T^5$ term in both resistivities is a simplification: in a fuller treatment of electron–phonon scattering the two coefficients differ.

```lean
/-- Thermal resistivity in electrical units, `L₀ T / κ`: the electrical terms and an
additional inelastic term `c T³`. -/
def thermalResistivity (r a c T : ℝ) : ℝ := r + c * T ^ 3 + a * T ^ 5
```

With $L=\rho\kappa/T$, the Lorenz ratio is

$$R(T)=\frac{L}{L_0}=\frac{r+aT^5}{r+cT^3+aT^5}.$$

The Wiedemann–Franz law is the statement $R=1$.

```lean
/-- Lorenz ratio `L / L₀`, the electrical resistivity over the thermal one, for nonzero
thermal resistivity. -/
def lorenzRatio (r a c T : ℝ) : ℝ :=
  electricalResistivity r a T / thermalResistivity r a c T
```

Heat carried by the lattice is left out, and the power laws are meant for temperatures well below the Debye temperature. The predicted dip has physical meaning only if it falls in that range.

## Where the dip should be

For positive $r$, $a$ and $c$, minimising $R$ means maximising $T^3/(r+aT^5)$. Setting the derivative to zero gives $3(r+aT^5)=5aT^5$, hence $2aT^5=3r$. The candidate is

$$T_d=\left(\frac{3r}{2a}\right)^{1/5}.$$

In Lean, $T_d$ is `dipTemperature r a`. It has no argument `c`: because both resistivities share the same $T^5$ term, the inelastic strength affects the depth of the dip but not its position.

```lean
/-- The temperature `(3r / 2a)^(1/5)`, for `r` and `a` positive. -/
def dipTemperature (r a : ℝ) : ℝ := (3 * r / (2 * a)) ^ ((1 : ℝ) / 5)
```

## The excess over the Wiedemann–Franz value

Dividing the thermal resistivity by the electrical one and subtracting one leaves only the inelastic term:

$$\frac1R-1=\frac{r+cT^3+aT^5}{r+aT^5}-1=\frac{cT^3}{r+aT^5}.$$

```lean
/-- For positive `r` and `a`, the excess of the inverse Lorenz ratio over one at `T > 0` is the
inelastic thermal term divided by the electrical resistivity. -/
theorem inverse_lorenzRatio_sub_one {r a c T : ℝ} (hr : 0 < r) (ha : 0 < a)
    (hT : 0 < T) :
    1 / lorenzRatio r a c T - 1 = c * T ^ 3 / electricalResistivity r a T := by
  unfold lorenzRatio thermalResistivity electricalResistivity
  have h : r + a * T ^ 5 ≠ 0 := by positivity
  rw [one_div_div, div_sub_one h]
  congr 1
  ring
```

The proof inverts the quotient with `one_div_div`, puts the subtraction over the common denominator, and lets `ring` cancel the shared terms.

The defining property of the candidate follows from multiplying exponents:

$$T_d^5=\left(\frac{3r}{2a}\right)^{5/5}=\frac{3r}{2a}.$$

```lean
/-- For positive `r` and `a`, the fifth power of the dip temperature is `3r / 2a`. -/
theorem dipTemperature_pow {r a : ℝ} (hr : 0 < r) (ha : 0 < a) :
    dipTemperature r a ^ 5 = 3 * r / (2 * a) := by
  unfold dipTemperature
  have h : (1 : ℝ) / 5 * ((5 : ℕ) : ℝ) = 1 := by norm_num
  rw [← Real.rpow_natCast, ← Real.rpow_mul (by positivity), h, Real.rpow_one]
```

Here `Real.rpow_mul` combines the two exponents. It needs a nonnegative base, which the signs of $r$ and $a$ supply.

## A perfect square in place of calculus

A vanishing derivative locates a stationary point; a direct comparison with every other temperature shows that it is the global minimum. Let $t>0$ satisfy $2at^5=3r$, and let $T>0$ with $T\ne t$. After cross-multiplication, $R(t)<R(T)$ says that the following difference is positive:

$$\begin{aligned}
&(r+aT^5)(r+ct^3+at^5)-(r+at^5)(r+cT^3+aT^5)\\
&\quad=c\left[r(t^3-T^3)+a\,t^3T^3(T^2-t^2)\right].
\end{aligned}$$

Substituting $r=\tfrac23at^5$ turns it into

$$\frac{c\,a\,t^3}{3}\left(2t^5+3T^5-5T^3t^2\right),$$

and the bracket factors as

$$(T-t)^2\left(3T^3+6T^2t+4Tt^2+2t^3\right).$$

The square is positive because $T\neq t$, and the cubic has only positive terms.

```lean
/-- If at `t > 0` the phonon resistivity is three halves of the residual one, then for positive
`a` and `c` the Lorenz ratio at `t` is below its value at every other positive temperature. -/
theorem lorenzRatio_lt_of_balance {r a c t T : ℝ} (ha : 0 < a) (hc : 0 < c)
    (ht : 0 < t) (hT : 0 < T) (hne : T ≠ t) (h : 2 * (a * t ^ 5) = 3 * r) :
    lorenzRatio r a c t < lorenzRatio r a c T := by
  have hr : 0 < r := by
    have h0 : 0 < a * t ^ 5 := by positivity
    linarith
  -- the difference of the two sides contains a perfect square
  have hsq : 0 < (T - t) ^ 2 := sq_pos_of_ne_zero (sub_ne_zero.mpr hne)
  have hpos : 0 < c * a * t ^ 3 / 3 *
      ((T - t) ^ 2 * (3 * T ^ 3 + 6 * T ^ 2 * t + 4 * T * t ^ 2 + 2 * t ^ 3)) := by
    positivity
  have hid : (r + a * T ^ 5) * (r + c * t ^ 3 + a * t ^ 5)
      - (r + a * t ^ 5) * (r + c * T ^ 3 + a * T ^ 5)
      = c * a * t ^ 3 / 3 *
      ((T - t) ^ 2 * (3 * T ^ 3 + 6 * T ^ 2 * t + 4 * T * t ^ 2 + 2 * t ^ 3)) := by
    linear_combination (-(c * (t ^ 3 - T ^ 3) / 3)) * h
  unfold lorenzRatio thermalResistivity electricalResistivity
  rw [div_lt_div_iff₀ (by positivity) (by positivity)]
  linarith
```

In the code, `hpos` is the positivity of the factored form and `hid` is the identity. The `linear_combination` step adds the multiple of the balance condition `h` that corresponds to eliminating $r$. Then `div_lt_div_iff₀` cross-multiplies the two Lorenz ratios. Positivity of $r$ is not assumed, since it follows from the balance.

## The unique minimum and its depth

Since $T_d^5=3r/(2a)$, the balance holds at $t=T_d$, and the comparison applies. At that temperature $aT_d^5=\tfrac32r$, so $\rho(T_d)=\tfrac52r$ and

$$\frac1{R(T_d)}-1=\frac{cT_d^3}{5r/2}=\frac{2cT_d^3}{5r}.$$

```lean
/-- For positive `r`, `a` and `c`, the Lorenz ratio on `T > 0` has its unique minimum at the dip
temperature, where `T⁵ = 3r / 2a` and `1/R - 1 = 2cT³ / 5r`. -/
theorem lorenzRatio_dip {r a c : ℝ} (hr : 0 < r) (ha : 0 < a) (hc : 0 < c) :
    0 < dipTemperature r a ∧
    dipTemperature r a ^ 5 = 3 * r / (2 * a) ∧
    (∀ T, 0 < T → T ≠ dipTemperature r a →
      lorenzRatio r a c (dipTemperature r a) < lorenzRatio r a c T) ∧
    1 / lorenzRatio r a c (dipTemperature r a) - 1
      = 2 * c * dipTemperature r a ^ 3 / (5 * r) := by
  have ht : 0 < dipTemperature r a := Real.rpow_pos_of_pos (by positivity) _
  have h5 := dipTemperature_pow hr ha
  have hb : 2 * (a * dipTemperature r a ^ 5) = 3 * r := by
    have h := h5
    rw [eq_div_iff (by positivity)] at h
    linarith
  refine ⟨ht, h5, fun T hT hne => lorenzRatio_lt_of_balance ha hc ht hT hne hb, ?_⟩
  -- at the dip the electrical resistivity is five halves of the residual one
  have hρ : electricalResistivity r a (dipTemperature r a) = 5 * r / 2 := by
    unfold electricalResistivity
    linarith
  rw [inverse_lorenzRatio_sub_one hr ha ht, hρ,
    div_eq_div_iff (by positivity) (by positivity)]
  ring
```

The theorem has four parts: $T_d$ is positive, its fifth power is $3r/(2a)$, the ratio at $T_d$ is strictly below the ratio at every other positive temperature, and the excess there has the stated value. The third part expresses both that the minimum is global and that it is unique.

Allowing zero coefficients would spoil the claim. At $c=0$ the ratio is one at every temperature, so $c\ge0$ is not enough. At $r=0$ the excess is $c/(aT^2)$, which grows without bound on cooling, so $r\ge0$ is not enough either.

## Comparing two samples

Take a purer sample with residual resistivity $r'$, where $0<r'<r$, and the same $a$ and $c$. At one fixed temperature, cross-multiplying the inequality $R_{r'}(T)<R_r(T)$ leaves the difference

$$\begin{aligned}
&(r+aT^5)(r'+cT^3+aT^5)-(r'+aT^5)(r+cT^3+aT^5)\\
&\quad=cT^3(r-r')>0 .
\end{aligned}$$

The purer sample therefore has the lower ratio.

```lean
/-- At a fixed positive temperature, with `a` and `c` positive, the sample with the lower positive
residual resistivity has the lower Lorenz ratio. -/
theorem lorenzRatio_lt_of_purer {r' r a c T : ℝ} (hr' : 0 < r') (h : r' < r)
    (ha : 0 < a) (hc : 0 < c) (hT : 0 < T) :
    lorenzRatio r' a c T < lorenzRatio r a c T := by
  have hr : 0 < r := hr'.trans h
  have hpos : 0 < c * T ^ 3 * (r - r') :=
    mul_pos (by positivity) (sub_pos.mpr h)
  unfold lorenzRatio thermalResistivity electricalResistivity
  rw [div_lt_div_iff₀ (by positivity) (by positivity)]
  nlinarith [hpos]
```

The positive product is supplied as `hpos`, and `nlinarith` matches it to the expanded inequality.

The two minima lie at different temperatures, $T_d'$ for $r'$ and $T_d$ for $r$. The fifth root is increasing, so $T_d'<T_d$. For the depths, the purer sample at the old dip temperature serves as an intermediate value:

$$R_{r'}(T_d')<R_{r'}(T_d)<R_r(T_d).$$

The first inequality is the minimum property of the purer sample, and the second is the comparison at fixed temperature.

```lean
/-- Lowering the residual resistivity from `r` to `r' > 0`, at fixed positive `a` and `c`, moves
the dip to lower temperature and lowers the minimum of the Lorenz ratio. -/
theorem purer_sample_dip {r' r a c : ℝ} (hr' : 0 < r') (h : r' < r)
    (ha : 0 < a) (hc : 0 < c) :
    dipTemperature r' a < dipTemperature r a ∧
    lorenzRatio r' a c (dipTemperature r' a)
      < lorenzRatio r a c (dipTemperature r a) := by
  have hlt : dipTemperature r' a < dipTemperature r a := by
    unfold dipTemperature
    exact Real.rpow_lt_rpow (by positivity) (by gcongr) (by norm_num)
  have ht : 0 < dipTemperature r a := (lorenzRatio_dip (hr'.trans h) ha hc).1
  -- compare both minima with the purer sample at the old dip temperature
  exact ⟨hlt, ((lorenzRatio_dip hr' ha hc).2.2.1 _ ht hlt.ne').trans
    (lorenzRatio_lt_of_purer hr' h ha hc ht)⟩
```

In Lean, `Real.rpow_lt_rpow` gives the shift in temperature, and `.trans` joins the two inequalities for the depth.

## How the depth scales with purity

Raising the excess to the fifth power turns $T_d^3$ into $(T_d^5)^3$, which is known without a root:

$$\left(\frac1{R(T_d)}-1\right)^5=\frac{32c^5}{3125r^5}\left(\frac{3r}{2a}\right)^3=\frac{108\,c^5}{3125\,a^3r^2}.$$

```lean
/-- For positive `r`, `a` and `c`, the fifth power of `1/R - 1` at the dip is
`108 c⁵ / (3125 a³ r²)`. -/
theorem dip_depth_scaling {r a c : ℝ} (hr : 0 < r) (ha : 0 < a) (hc : 0 < c) :
    (1 / lorenzRatio r a c (dipTemperature r a) - 1) ^ 5
      = 108 * c ^ 5 / (3125 * a ^ 3 * r ^ 2) := by
  obtain ⟨_, h5, _, hd⟩ := lorenzRatio_dip hr ha hc
  rw [hd]
  -- only the fifth power of the dip temperature enters
  have hs : (2 * c * dipTemperature r a ^ 3 / (5 * r)) ^ 5
      = (2 * c) ^ 5 * (dipTemperature r a ^ 5) ^ 3 / (5 * r) ^ 5 := by
    rw [div_pow]
    congr 1
    ring
  rw [hs, h5, div_pow, mul_div_assoc', div_div,
    div_eq_div_iff (by positivity) (by positivity)]
  ring

end

end LorenzRatioDip
```

The auxiliary equation `hs` performs this regrouping, after which `h5` replaces the fifth power of the dip temperature. Taking the real fifth root by hand shows that the excess at the dip varies as $r^{-2/5}$, while $T_d$ varies as $r^{1/5}$.

```lean
#print axioms LorenzRatioDip.lorenzRatio_lt_of_purer
-- 'LorenzRatioDip.lorenzRatio_lt_of_purer' depends on axioms: [propext, Classical.choice, Quot.sound]
#print axioms LorenzRatioDip.purer_sample_dip
-- 'LorenzRatioDip.purer_sample_dip' depends on axioms: [propext, Classical.choice, Quot.sound]
#print axioms LorenzRatioDip.dip_depth_scaling
-- 'LorenzRatioDip.dip_depth_scaling' depends on axioms: [propext, Classical.choice, Quot.sound]
```

## Two samples in numbers

In reduced units take $r=2$, $a=3$ and $c=5$. Then $T_d^5=1$, so $T_d=1$, and

$$R(1)=\frac{2+3}{2+5+3}=\frac12 .$$

The excess is $1$, in agreement with $2cT_d^3/(5r)=10/10$.

Now lower the residual resistivity by a factor of 32, to $r'=1/16$. The dip moves to $T_d'=1/2$, where

$$R_{r'}(1/2)=\frac{5/32}{5/32+20/32}=\frac15 .$$

The excess has risen from $1$ to $4=32^{2/5}$. At the old dip temperature the purer sample has $R_{r'}(1)=49/129\approx0.38$, which lies between the two minima.

## From transport curves to the dip

In a calculation of metallic transport, suppose that $\rho(T)$ and $\kappa(T)$ are available on a low-temperature grid. A straight-line fit of $\rho$ against $T^5$ gives $r$ as intercept and $a$ as slope, which already fixes $T_d$. A fit of $L_0T/\kappa-\rho$ against $T^3$ through the origin gives $c$, and with it the depth. For another impurity concentration only $r$ changes, so the new dip follows from the same $a$ and $c$, as long as Matthiessen's rule holds and the two model resistivities, with their common $T^5$ coefficient, describe the metal.
